# A time-reversal-invariant density matrix with T² = −1 has purity at most 1/2 and entropy at least log 2

An odd number of electrons cannot be in a pure state that is invariant under time reversal, and the question here is how mixed an invariant state must be. Time reversal T is antiunitary, so no matrix represents it alone. It is written as a unitary matrix U acting after complex conjugation in a fixed orthonormal basis:

T v = U conj(v), with U conj(U) = −1.

The second equation says T² = −1, as holds for an odd number of electrons. A density matrix ρ is invariant when ρT = Tρ, which in matrices reads

U conj(ρ) = ρ U.

## No eigenvalue above 1/2

Let ρ be a finite positive semidefinite matrix with trace 1 that satisfies this equation, and let p_i be its eigenvalues, listed with multiplicity. Then

p_i ≤ 1/2 for every i,

tr ρ² ≤ 1/2,

S = −∑ p_i log p_i ≥ log 2.

Here 0 log 0 counts as 0. Each of the last two is an equality exactly when every p_i is 0 or 1/2.

## Thermal states with an odd number of electrons

In a finite many-electron basis, the canonical state of an odd number of electrons without a magnetic field is an example, provided that the Hamiltonian matrix commutes with T. Its entropy stays at or above log 2 (in units of k_B) at every positive temperature. A low-temperature code that keeps a single eigenvector, taken from a ground doublet, and discards all other states reports entropy 0 and has broken the symmetry. The bounds concern the trace-one density matrix of all the electrons together, not a one-particle density matrix whose trace is the electron number.

For a case worked by hand, take two doublets with eigenvalues 0.4, 0.4, 0.1, 0.1. The purity is 2(0.16 + 0.01) = 0.34, below 0.5. The entropy is −0.8 log 0.4 − 0.2 log 0.1 ≈ 1.194, above log 2 ≈ 0.693.

The sign of T² matters. With U = 1 and ρ = diag(1, 0), U is unitary and the invariance equation holds, but U conj(U) = +1. The largest eigenvalue and the purity are both 1, and the entropy is 0.

## From the Kramers partner to the bounds

**T v is orthogonal to v.** Multiplying U conj(U) = −1 from the left by U† gives conj(U) = −U†, hence Uᵀ = −U. In

⟨v, T v⟩ = ∑_{k,l} conj(v_k) U_kl conj(v_l)

exchanging k and l changes the sign, so the sum is zero.

**T preserves the eigenvalue.** If ρv = pv with p real, then

ρ T v = ρ U conj(v) = U conj(ρ) conj(v) = U conj(ρv) = p T v.

**Every eigenvalue occurs at least twice.** Let e_j be an orthonormal eigenbasis with ρe_j = p_j e_j, and set w = T e_i. Since U is invertible, w ≠ 0, so ⟨e_j, w⟩ ≠ 0 for some j. Orthogonality excludes j = i. Because ρ is Hermitian,

p_j ⟨e_j, w⟩ = ⟨ρe_j, w⟩ = ⟨e_j, ρw⟩ = p_i ⟨e_j, w⟩,

and therefore p_j = p_i.

**The eigenvalue bound.** All eigenvalues are nonnegative and sum to 1, so

2p_i = p_i + p_j ≤ ∑ p_k = 1.

**Purity.** Let P be the unitary matrix with columns e_j, and D the diagonal matrix of the p_j. From ρP = PD,

tr ρ² = tr(P D² P†) = tr D² = ∑ p_i².

Since p_i(1/2 − p_i) ≥ 0, each p_i² is at most p_i/2, and the sum is at most 1/2.

**Entropy.** For 0 < p_i ≤ 1/2 we have log p_i ≤ −log 2, so −p_i log p_i ≥ p_i log 2. For p_i = 0 both sides vanish. Summation gives S ≥ log 2.

**Equality.** If each term of one sum is at most the corresponding term of another, the two sums are equal only when all corresponding terms are equal. For the purity this means p_i(1/2 − p_i) = 0, and for the entropy p_i(log p_i + log 2) = 0 when p_i > 0. Both give p_i = 0 or p_i = 1/2, and these values make every term an equality.

## Lean source for the bounds and their equality cases

```lean
import Mathlib

open Matrix
open scoped ComplexOrder

namespace KramersDensityMatrix

noncomputable section

variable {n : Type*} [Fintype n] [DecidableEq n] {U ρ : Matrix n n ℂ}

/-- The matrix `U` of a time reversal `v ↦ U conj(v)` that squares to minus one:
`U` is unitary and `U conj(U) = -1`. -/
structure IsKramers (U : Matrix n n ℂ) : Prop where
  unitary : U ∈ Matrix.unitaryGroup n ℂ
  sq_neg : U * U.map star = -1

/-- The map `v ↦ U conj(v)`, which is antiunitary when `U` is unitary. -/
def timeReversal (U : Matrix n n ℂ) (v : n → ℂ) : n → ℂ := U *ᵥ star v

/-- The real part of `tr(ρ²)`, which is the purity when `ρ` is a density matrix. -/
def purity (ρ : Matrix n n ℂ) : ℝ := (ρ * ρ).trace.re

/-- The von Neumann entropy `-∑ p log p` over the eigenvalues of a Hermitian matrix. -/
def entropy (hρ : ρ.IsHermitian) : ℝ :=
  -∑ i, hρ.eigenvalues i * Real.log (hρ.eigenvalues i)

/-- A state and its time reverse are orthogonal when time reversal squares to minus one. -/
theorem timeReversal_orthogonal (hU : IsKramers U) (v : n → ℂ) :
    star v ⬝ᵥ timeReversal U v = 0 := by
  have hU' : Uᴴ * U = 1 := Matrix.mem_unitaryGroup_iff'.mp hU.unitary
  have h : U.map star = -Uᴴ := by
    calc U.map star = Uᴴ * U * U.map star := by rw [hU', one_mul]
      _ = -Uᴴ := by rw [mul_assoc, hU.sq_neg, mul_neg, mul_one]
  -- the matrix U is antisymmetric
  have hT : Uᵀ = -U := by
    ext i j
    have hij := congrFun (congrFun h j) i
    apply star_injective
    simpa [Matrix.map_apply, Matrix.conjTranspose_apply] using hij
  have hx : star v ⬝ᵥ U *ᵥ star v = -(star v ⬝ᵥ U *ᵥ star v) := by
    calc star v ⬝ᵥ U *ᵥ star v = (star v ᵥ* U) ⬝ᵥ star v := Matrix.dotProduct_mulVec _ _ _
      _ = (Uᵀ *ᵥ star v) ⬝ᵥ star v := by rw [Matrix.mulVec_transpose]
      _ = -(star v ⬝ᵥ U *ᵥ star v) := by
        rw [hT, Matrix.neg_mulVec, neg_dotProduct, dotProduct_comm]
  unfold timeReversal
  linear_combination hx / 2

omit [Fintype n] [DecidableEq n] in
lemma star_real_smul (p : ℝ) (v : n → ℂ) : star ((p : ℂ) • v) = (p : ℂ) • star v := by
  ext i
  simp

omit [DecidableEq n] in
/-- If `ρ` commutes with time reversal, the time reverse of an eigenvector with real
eigenvalue `p` satisfies the eigenvalue equation with the same `p`. -/
theorem timeReversal_eigenvector (hT : U * ρ.map star = ρ * U) {p : ℝ} {v : n → ℂ}
    (hv : ρ *ᵥ v = (p : ℂ) • v) :
    ρ *ᵥ timeReversal U v = (p : ℂ) • timeReversal U v := by
  have hc : ρ.map star *ᵥ star v = star (ρ *ᵥ v) := by
    ext i
    simp only [Matrix.mulVec, dotProduct, Pi.star_apply, Matrix.map_apply, star_sum, star_mul']
  unfold timeReversal
  rw [Matrix.mulVec_mulVec, ← hT, ← Matrix.mulVec_mulVec, hc, hv, star_real_smul,
    Matrix.mulVec_smul]

lemma eigen_eq (hρ : ρ.IsHermitian) (j : n) :
    ρ *ᵥ (hρ.eigenvectorBasis j).ofLp
      = (hρ.eigenvalues j : ℂ) • (hρ.eigenvectorBasis j).ofLp :=
  (hρ.mulVec_eigenvectorBasis j).trans (by ext k; simp)

/-- Kramers degeneracy: in the list of eigenvalues of a Hermitian matrix that commutes with a
time reversal squaring to minus one, every entry occurs at a second position. -/
theorem exists_partner (hU : IsKramers U) (hρ : ρ.IsHermitian)
    (hT : U * ρ.map star = ρ * U) (i : n) :
    ∃ j, j ≠ i ∧ hρ.eigenvalues j = hρ.eigenvalues i := by
  let b := hρ.eigenvectorBasis
  let w := timeReversal U (b i).ofLp
  have hw : ρ *ᵥ w = (hρ.eigenvalues i : ℂ) • w := timeReversal_eigenvector hT (eigen_eq hρ i)
  -- the time-reversed eigenvector is nonzero, so it overlaps with some basis vector
  have hex : ∃ j, star (b j).ofLp ⬝ᵥ w ≠ 0 := by
    by_contra! h
    have hz : ∀ j, inner ℂ (b j) (WithLp.toLp 2 w) = 0 := fun j => by
      rw [EuclideanSpace.inner_eq_star_dotProduct, dotProduct_comm]
      exact h j
    have h0 : WithLp.toLp 2 w = 0 := (b.sum_repr' _).symm.trans
      (Finset.sum_eq_zero fun j _ => by rw [hz j, zero_smul])
    have hw0 : U *ᵥ star (b i).ofLp = 0 := congrArg WithLp.ofLp h0
    have hU' : Uᴴ * U = 1 := Matrix.mem_unitaryGroup_iff'.mp hU.unitary
    have hs : star (b i).ofLp = 0 := by
      rw [← Matrix.one_mulVec (star (b i).ofLp), ← hU', ← Matrix.mulVec_mulVec, hw0,
        Matrix.mulVec_zero]
    have hb : (b i).ofLp = 0 := star_eq_zero.mp hs
    apply b.orthonormal.ne_zero i
    ext k
    exact congrFun hb k
  obtain ⟨j, hj⟩ := hex
  refine ⟨j, ?_, ?_⟩
  · rintro rfl
    exact hj (timeReversal_orthogonal hU _)
  · -- overlapping eigenvectors of a Hermitian matrix share their eigenvalue
    have h1 : star (b j).ofLp ᵥ* ρ = (hρ.eigenvalues j : ℂ) • star (b j).ofLp := by
      have h := Matrix.star_mulVec ρ (b j).ofLp
      rw [hρ.eq, eigen_eq hρ j, star_real_smul] at h
      exact h.symm
    have h2 := Matrix.dotProduct_mulVec (star (b j).ofLp) ρ w
    rw [h1, hw, dotProduct_smul, smul_dotProduct, smul_eq_mul, smul_eq_mul] at h2
    exact_mod_cast (mul_right_cancel₀ hj h2).symm

/-- The purity of a Hermitian matrix is the sum of its squared eigenvalues. -/
theorem purity_eq_sum (hρ : ρ.IsHermitian) : purity ρ = ∑ i, hρ.eigenvalues i ^ 2 := by
  let b := hρ.eigenvectorBasis
  let P : Matrix n n ℂ := Matrix.of fun k j => (b j).ofLp k
  let D : Matrix n n ℂ := Matrix.diagonal fun j => (hρ.eigenvalues j : ℂ)
  have hPP : Pᴴ * P = 1 := by
    ext j k
    have h := orthonormal_iff_ite.mp b.orthonormal j k
    rw [EuclideanSpace.inner_eq_star_dotProduct, dotProduct_comm] at h
    rw [Matrix.one_apply]
    exact h
  have hD : ρ * P = P * D := by
    ext k j
    rw [Matrix.mul_diagonal]
    exact (congrFun (eigen_eq hρ j) k).trans (mul_comm (hρ.eigenvalues j : ℂ) (P k j))
  have h2 : ρ * ρ * P = P * (D * D) := by
    rw [mul_assoc, hD, ← mul_assoc ρ P D, hD, mul_assoc]
  -- the trace is evaluated in the eigenbasis
  have ht : (ρ * ρ).trace = (D * D).trace := by
    calc (ρ * ρ).trace = (ρ * ρ * (P * Pᴴ)).trace := by rw [mul_eq_one_comm.mp hPP, mul_one]
      _ = (P * (D * D) * Pᴴ).trace := by rw [← mul_assoc (ρ * ρ) P Pᴴ, h2]
      _ = (D * D).trace := by
        rw [Matrix.trace_mul_comm, ← mul_assoc Pᴴ P, hPP, one_mul]
  unfold purity
  rw [ht]
  simp [D, Matrix.diagonal_mul_diagonal, Matrix.trace_diagonal, pow_two]

lemma sum_eigenvalues (hρ : ρ.IsHermitian) (htr : ρ.trace = 1) :
    ∑ i, hρ.eigenvalues i = 1 := by
  have h : ρ.trace = ∑ i, ((hρ.eigenvalues i : ℝ) : ℂ) := hρ.trace_eq_sum_eigenvalues
  rw [htr] at h
  exact_mod_cast h.symm

lemma entropy_term {p : ℝ} (h0 : 0 ≤ p) (h1 : p ≤ 1 / 2) :
    p * Real.log 2 ≤ -(p * Real.log p) ∧
      (p * Real.log 2 = -(p * Real.log p) ↔ p = 0 ∨ p = 1 / 2) := by
  have hl : Real.log (1 / 2) = -Real.log 2 := by rw [one_div, Real.log_inv]
  rcases h0.eq_or_lt with rfl | hp
  · simp
  · have hlog := Real.log_le_log hp h1
    refine ⟨by nlinarith, fun h => Or.inr ?_, ?_⟩
    · have h3 : p * Real.log p = p * Real.log (1 / 2) := by rw [hl]; linarith
      exact Real.log_injOn_pos (Set.mem_Ioi.mpr hp) (Set.mem_Ioi.mpr (by norm_num))
        (mul_left_cancel₀ hp.ne' h3)
    · rintro (h | h)
      · exact absurd h hp.ne'
      · rw [h, hl]; ring

/-- A density matrix that commutes with a time reversal squaring to minus one has all
eigenvalues at most `1/2`, purity at most `1/2` and von Neumann entropy at least `log 2`. -/
theorem kramers_bounds (hU : IsKramers U) (hρ : ρ.PosSemidef) (htr : ρ.trace = 1)
    (hT : U * ρ.map star = ρ * U) :
    (∀ i, hρ.isHermitian.eigenvalues i ≤ 1 / 2) ∧ purity ρ ≤ 1 / 2 ∧
      Real.log 2 ≤ entropy hρ.isHermitian := by
  have hs := sum_eigenvalues hρ.isHermitian htr
  have h0 : ∀ i, 0 ≤ hρ.isHermitian.eigenvalues i := fun i => hρ.eigenvalues_nonneg i
  -- an eigenvalue and its Kramers partner together weigh at most one
  have hle : ∀ i, hρ.isHermitian.eigenvalues i ≤ 1 / 2 := fun i => by
    obtain ⟨j, hji, hj⟩ := exists_partner hU hρ.isHermitian hT i
    have h := Finset.sum_le_sum_of_subset_of_nonneg (Finset.subset_univ {j, i})
      (fun k _ _ => h0 k)
    rw [Finset.sum_pair hji, hs, hj] at h
    linarith
  refine ⟨hle, ?_, ?_⟩
  · rw [purity_eq_sum hρ.isHermitian]
    calc ∑ i, hρ.isHermitian.eigenvalues i ^ 2
        ≤ ∑ i, hρ.isHermitian.eigenvalues i * (1 / 2) :=
          Finset.sum_le_sum fun i _ => by nlinarith [h0 i, hle i]
      _ = 1 / 2 := by rw [← Finset.sum_mul, hs, one_mul]
  · unfold entropy
    rw [← Finset.sum_neg_distrib, ← one_mul (Real.log 2), ← hs, Finset.sum_mul]
    exact Finset.sum_le_sum fun i _ => (entropy_term (h0 i) (hle i)).1

/-- For a density matrix that commutes with a time reversal squaring to minus one, the purity
equals `1/2`, and likewise the entropy equals `log 2`, exactly when every eigenvalue is
`0` or `1/2`. -/
theorem kramers_equality (hU : IsKramers U) (hρ : ρ.PosSemidef) (htr : ρ.trace = 1)
    (hT : U * ρ.map star = ρ * U) :
    (purity ρ = 1 / 2 ↔ ∀ i, hρ.isHermitian.eigenvalues i = 0 ∨
      hρ.isHermitian.eigenvalues i = 1 / 2) ∧
    (entropy hρ.isHermitian = Real.log 2 ↔ ∀ i, hρ.isHermitian.eigenvalues i = 0 ∨
      hρ.isHermitian.eigenvalues i = 1 / 2) := by
  have hs := sum_eigenvalues hρ.isHermitian htr
  have h0 : ∀ i, 0 ≤ hρ.isHermitian.eigenvalues i := fun i => hρ.eigenvalues_nonneg i
  have hle := (kramers_bounds hU hρ htr hT).1
  constructor
  · have hsum : ∑ i, hρ.isHermitian.eigenvalues i * (1 / 2) = 1 / 2 := by
      rw [← Finset.sum_mul, hs, one_mul]
    have key : ∑ i, hρ.isHermitian.eigenvalues i ^ 2
        = ∑ i, hρ.isHermitian.eigenvalues i * (1 / 2) ↔
        ∀ i ∈ (Finset.univ : Finset n), hρ.isHermitian.eigenvalues i ^ 2
          = hρ.isHermitian.eigenvalues i * (1 / 2) :=
      Finset.sum_eq_sum_iff_of_le fun i _ => by nlinarith [h0 i, hle i]
    rw [hsum] at key
    rw [purity_eq_sum hρ.isHermitian, key]
    refine ⟨fun h i => ?_, fun h i _ => ?_⟩
    · have hi := h i (Finset.mem_univ i)
      have hm : hρ.isHermitian.eigenvalues i * (hρ.isHermitian.eigenvalues i - 1 / 2) = 0 := by
        linear_combination hi
      exact (mul_eq_zero.mp hm).imp id sub_eq_zero.mp
    · rcases h i with hi | hi <;> rw [hi] <;> norm_num
  · have hsum : ∑ i, hρ.isHermitian.eigenvalues i * Real.log 2 = Real.log 2 := by
      rw [← Finset.sum_mul, hs, one_mul]
    unfold entropy
    rw [← Finset.sum_neg_distrib, eq_comm, ← hsum, Finset.sum_eq_sum_iff_of_le
      (fun i _ => (entropy_term (h0 i) (hle i)).1)]
    exact ⟨fun h i => (entropy_term (h0 i) (hle i)).2.mp (h i (Finset.mem_univ i)),
      fun h i _ => (entropy_term (h0 i) (hle i)).2.mpr (h i)⟩

/-- The time-reversal matrix of two Kramers doublets. -/
def doubletsU : Matrix (Fin 4) (Fin 4) ℂ :=
  !![0, 1, 0, 0; -1, 0, 0, 0; 0, 0, 0, 1; 0, 0, -1, 0]

/-- The diagonal matrix with occupations `p, p, q, q` of two Kramers doublets. -/
def doubletsState (p q : ℝ) : Matrix (Fin 4) (Fin 4) ℂ :=
  Matrix.diagonal fun i => ((![p, p, q, q] i : ℝ) : ℂ)

/-- Two Kramers doublets with nonnegative occupations `p + q = 1/2` form a density matrix that
commutes with a time reversal squaring to minus one, and its purity is `2(p² + q²)`. -/
theorem kramers_bounds_witness {p q : ℝ} (hp : 0 ≤ p) (hq : 0 ≤ q) (hpq : p + q = 1 / 2) :
    IsKramers doubletsU ∧ (doubletsState p q).PosSemidef ∧ (doubletsState p q).trace = 1 ∧
      doubletsU * (doubletsState p q).map star = doubletsState p q * doubletsU ∧
      purity (doubletsState p q) = 2 * (p ^ 2 + q ^ 2) := by
  refine ⟨⟨?_, ?_⟩, ?_, ?_, ?_, ?_⟩
  · rw [Matrix.mem_unitaryGroup_iff]
    ext i j
    fin_cases i <;> fin_cases j <;>
      simp [doubletsU, Matrix.mul_apply, Fin.sum_univ_four, Matrix.star_apply]
  · ext i j
    fin_cases i <;> fin_cases j <;> simp [doubletsU, Matrix.mul_apply, Fin.sum_univ_four]
  · refine Matrix.posSemidef_diagonal_iff.mpr fun i => Complex.zero_le_real.mpr ?_
    fin_cases i <;> simp [hp, hq]
  · have hc : (p : ℂ) + q = 1 / 2 := by
      rw [← Complex.ofReal_add, hpq]
      norm_num
    simp only [doubletsState, Matrix.trace_diagonal, Fin.sum_univ_four]
    change (p : ℂ) + p + q + q = 1
    linear_combination 2 * hc
  · ext i j
    fin_cases i <;> fin_cases j <;>
      simp [doubletsU, doubletsState, Matrix.mul_apply, Matrix.diagonal_apply]
  · simp only [purity, doubletsState, Matrix.diagonal_mul_diagonal, Matrix.trace_diagonal,
      Fin.sum_univ_four, ← Complex.ofReal_mul, ← Complex.ofReal_add, Complex.ofReal_re]
    change p * p + p * p + q * q + q * q = 2 * (p ^ 2 + q ^ 2)
    ring

end

end KramersDensityMatrix
```

```lean
#print axioms KramersDensityMatrix.kramers_bounds
#print axioms KramersDensityMatrix.kramers_equality
```

```
'KramersDensityMatrix.kramers_bounds' depends on axioms: [propext, Classical.choice, Quot.sound]
'KramersDensityMatrix.kramers_equality' depends on axioms: [propext, Classical.choice, Quot.sound]
```

## What the theorems say about a density matrix

The finite type `n` labels the basis states. `IsKramers U` contains the unitarity of U and T² = −1. The expression `ρ.map star` is the entrywise conjugate, not the adjoint, and `hT` is the invariance equation. `ρ.PosSemidef` includes Hermiticity; with `ρ.trace = 1` it makes ρ a density matrix. The number `hρ.isHermitian.eigenvalues i` is p_i. `purity` takes the real part of the trace, and `entropy` uses the natural logarithm.

`kramers_bounds` states the three inequalities, and `kramers_equality` the two equality conditions. `kramers_bounds_witness` supplies a family that satisfies all the hypotheses: two doublets whose four states have probabilities p, p, q, q (called occupations in the code), where p and q are nonnegative and p + q = 1/2. Its purity is 2(p² + q²).

Invariance is assumed, not derived from a Hamiltonian or a thermal ensemble. The hypotheses are also exact equations, whereas a numerically computed density matrix generally meets them only up to rounding and convergence error. The theorems give no estimate of how far the bounds may then be exceeded, so a tolerance has to come from elsewhere.

## How the lemmas carry the argument

`timeReversal_orthogonal` derives the antisymmetry of U and shows that the overlap equals its own negative; `linear_combination hx / 2` then makes it zero. `timeReversal_eigenvector` is the calculation of ρTv.

`exists_partner` finds the index j. If all overlaps with w vanished, the basis expansion `b.sum_repr'` would give w = 0, and multiplying by U† would make e_i zero. Its conclusion is that each eigenvalue occurs at a second position, which is less than even multiplicity but enough for the bound.

`purity_eq_sum` evaluates the trace through P and D, and `sum_eigenvalues` turns the trace condition into ∑ p_i = 1. `entropy_term` holds the inequality for one eigenvalue together with its equality case, which uses the injectivity of the logarithm on positive numbers.

In `kramers_bounds`, the sum over the pair `{j, i}` is compared with the sum over all indices, which gives p_i ≤ 1/2. `Finset.sum_le_sum` then adds up the termwise estimates. In `kramers_equality`, `Finset.sum_eq_sum_iff_of_le` reduces equality of the sums to equality of each term.
